# The Majorana representation: Clifford relations with purely imaginary Dirac matrices

## Definitions and conventions

Units are ħ = c = 1. The spacetime indices μ, ν run over 0, 1, 2, 3, and the metric is η = diag(1, −1, −1, −1). A matrix [[a, b], [c, d]] is listed by rows, a star is complex conjugation of each component, {X, Y} = XY + YX, and for matrices X, Y the commutator is [X, Y] = XY − YX. In p_μ γ^μ and γ^μ ∂_μ the repeated index is summed over 0, 1, 2, 3, and ∂_μ is the partial derivative with respect to the coordinate x^μ. The Pauli matrices are

s1 = [[0, 1], [1, 0]],  s2 = [[0, −i], [i, 0]],  s3 = [[1, 0], [0, −1]].

The Majorana matrices are 4×4, written in 2×2 blocks:

γ⁰ = [[0, s2], [s2, 0]],  γ¹ = diag(i s3, i s3),  γ² = [[0, −s2], [s2, 0]],  γ³ = diag(−i s1, −i s1).

## Claim and derivation

The claim is that

γ^μ γ^ν + γ^ν γ^μ = 2 η^{μν} · 1

for all μ, ν, and that every entry of every γ^μ has zero real part.

Direct multiplication gives s1² = s2² = s3² = 1, s1 s2 = i s3, s2 s3 = i s1, s3 s1 = i s2, and the opposite sign in the reversed order, so different Pauli matrices anticommute. Block multiplication gives the squares:

(γ⁰)² = diag(s2², s2²) = 1,  (γ²)² = diag(−s2², −s2²) = −1,

(γ¹)² = diag(i² s3², i² s3²) = −1,  (γ³)² = diag((−i)² s1², (−i)² s1²) = −1.

For 2×2 matrices a, b, A,

{[[0, a], [b, 0]], diag(A, A)} = [[0, {a, A}], [{b, A}, 0]].

With a, b = ±s2 and A a multiple of s3 or s1 this vanishes, which settles the pairs (0,1), (0,3), (1,2), (2,3). For (1,3), both diagonal blocks of {γ¹, γ³} equal i(−i){s3, s1} = 0. For (0,2), γ⁰γ² = diag(1, −1) and γ²γ⁰ = diag(−1, 1) in blocks, and the sum is zero. The entries are imaginary because s2 is imaginary while s1 and s3 are real and carry a factor ±i.

For a covector p with complex components p_μ, expanding the square gives

(p_μ γ^μ)² = Σ_μ p_μ² (γ^μ)² + Σ_{μ<ν} p_μ p_ν {γ^μ, γ^ν} = (p₀² − p₁² − p₂² − p₃²) · 1.

As a numerical instance take p = (5, 3, 0, 0). Then p_μ γ^μ = [[3i s3, 5 s2], [5 s2, 3i s3]]. In its square each diagonal block is −9 s3² + 25 s2² = 16 · 1, each off-diagonal block is 15i {s3, s2} = 0, and 16 = 5² − 3².

For γ⁵ = i γ⁰γ¹γ²γ³, multiply from the left:

γ⁰γ¹ = [[0, −s1], [−s1, 0]],  γ⁰γ¹γ² = diag(−i s3, i s3),  γ⁰γ¹γ²γ³ = diag(−i s2, i s2),

so γ⁵ = diag(s2, −s2), again imaginary. A product of two imaginary matrices is real, so ¼[γ^μ, γ^ν] is real.

An imaginary number z has z* = −z, so (γ^μ v)* = −γ^μ v* for any four-component spinor v. Let the spinor field ψ(x) obey the free Dirac equation i γ^μ ∂_μ ψ = m ψ with real mass m. Conjugating both sides gives

(−i)(−γ^μ) ∂_μ ψ* = m* ψ*,  that is  i γ^μ ∂_μ ψ* = m ψ*,

so ψ* is a solution too. In relativistic quantum mechanics this makes plain complex conjugation a map from solutions to solutions, for the free equation with commuting complex components and no coupling to an electromagnetic field.

An explicit solution is ψ = exp(−i m x⁰) u with u = (1, 0, 0, i), whose normalised form is u/√2. Since s2 (0, i) = (1, 0) and s2 (1, 0) = (0, i), one has γ⁰u = u. The derivatives ∂₁ψ, ∂₂ψ, ∂₃ψ vanish, ∂₀ψ = −i m ψ, and i γ⁰ (−i m) ψ = m ψ. At the origin ψ* = (1, 0, 0, −i) differs from ψ.

With a complex mass the conjugation statement fails. Take m = i and ψ = exp(x⁰) u, so that i γ⁰ ∂₀ψ = i ψ. Conjugating γ⁰u = u gives γ⁰u* = −u*, hence i γ⁰ ∂₀ψ* = −i ψ*: the conjugate field solves the equation with mass −i and, being non-zero, not the one with mass i. The Lean development has real masses only and contains no statement of this example.

## Formal development

```lean
import Mathlib

open Matrix
open Complex (I)

namespace MajoranaRepresentation

noncomputable section
```

Rows and columns are indexed by `Fin 2 ⊕ Fin 2`. The four components of a spinor, in order, carry `Sum.inl 0`, `Sum.inl 1`, `Sum.inr 0`, `Sum.inr 1`: upper pair, then lower pair.

```lean
/-- Four by four complex matrices written as two by two blocks of two by two matrices. -/
abbrev DiracMatrix := Matrix (Fin 2 ⊕ Fin 2) (Fin 2 ⊕ Fin 2) ℂ

/-- Four-component spinors, split into an upper and a lower pair of components. -/
abbrev Spinor := Fin 2 ⊕ Fin 2 → ℂ
```

The Pauli matrices are given by their entries, with `I` for i.

```lean
/-- The first Pauli matrix. -/
def s1 : Matrix (Fin 2) (Fin 2) ℂ := !![0, 1; 1, 0]

/-- The second Pauli matrix. -/
def s2 : Matrix (Fin 2) (Fin 2) ℂ := !![0, -I; I, 0]

/-- The third Pauli matrix. -/
def s3 : Matrix (Fin 2) (Fin 2) ℂ := !![1, 0; 0, -1]
```

`fromBlocks` takes the blocks in the order upper left, upper right, lower left, lower right.

```lean
/-- The Majorana matrix `γ⁰ = [[0, s2], [s2, 0]]`. -/
def gamma0 : DiracMatrix := fromBlocks 0 s2 s2 0

/-- The Majorana matrix `γ¹ = diag (i s3, i s3)`. -/
def gamma1 : DiracMatrix := fromBlocks (I • s3) 0 0 (I • s3)

/-- The Majorana matrix `γ² = [[0, -s2], [s2, 0]]`. -/
def gamma2 : DiracMatrix := fromBlocks 0 (-s2) s2 0

/-- The Majorana matrix `γ³ = diag (-i s1, -i s1)`. -/
def gamma3 : DiracMatrix := fromBlocks (-(I • s1)) 0 0 (-(I • s1))
```

`gamma μ` is γ^μ and `eta μ ν` is η^{μν}, stored with complex entries.

```lean
/-- The four Majorana matrices `γ^μ` labelled by a spacetime index. -/
def gamma : Fin 4 → DiracMatrix := ![gamma0, gamma1, gamma2, gamma3]

/-- The Minkowski metric of signature `(+, -, -, -)`. -/
def eta : Matrix (Fin 4) (Fin 4) ℂ := diagonal ![1, -1, -1, -1]
```

In `slash p` the number `p μ` is the lower-index component p_μ. The matrices ¼[γ^μ, γ^ν], called generators below, carry no factor i, and that convention is what makes them real and not imaginary; their Lorentz commutation relations are not among the theorems.

```lean
/-- The contraction `p_μ γ^μ` of a covector with the Majorana matrices. -/
def slash (p : Fin 4 → ℂ) : DiracMatrix := ∑ μ, p μ • gamma μ

/-- The matrix `γ⁵ = i γ⁰ γ¹ γ² γ³`. -/
def gamma5 : DiracMatrix := I • (gamma 0 * gamma 1 * gamma 2 * gamma 3)

/-- The spinor generators `(1/4) [γ^μ, γ^ν]`. -/
def spinGenerator (μ ν : Fin 4) : DiracMatrix :=
  (1 / 4 : ℝ) • (gamma μ * gamma ν - gamma ν * gamma μ)
```

A point x is a function `Fin 4 → ℝ` with `x μ` the coordinate x^μ. `SolvesDirac m ψ` says that there are fields `d μ` such that `d μ x` is the derivative at t = 0 of ψ along the line `x + t • axis μ`, so `d μ x` is ∂_μψ(x), and that the Dirac equation holds at every point. It demands neither continuity of the derivatives nor normalisability. The mass is real by its type, and the components of ψ are ordinary complex numbers, not anticommuting variables or operators.

```lean
/-- The components of the unit vector along the coordinate axis `μ`. -/
def axis (μ ν : Fin 4) : ℝ := if ν = μ then 1 else 0

/-- The field `ψ` has partial derivatives `∂_μ ψ` everywhere and obeys the free Dirac equation
`i γ^μ ∂_μ ψ = m ψ` written with the Majorana matrices. -/
def SolvesDirac (m : ℝ) (ψ : (Fin 4 → ℝ) → Spinor) : Prop :=
  ∃ d : Fin 4 → (Fin 4 → ℝ) → Spinor,
    (∀ μ x, HasDerivAt (fun t : ℝ => ψ (x + t • axis μ)) (d μ x) 0) ∧
      ∀ x, ∑ μ, I • (gamma μ *ᵥ d μ x) = (m : ℂ) • ψ x
```

`restSpinor` is the unnormalised u and `restWave m` the plane wave above.

```lean
/-- The constant spinor with components `(1, 0, 0, i)`. -/
def restSpinor : Spinor := Sum.elim ![1, 0] ![0, I]

/-- The field `exp (-i m x⁰)` times the spinor `(1, 0, 0, i)`. -/
def restWave (m : ℝ) (x : Fin 4 → ℝ) : Spinor :=
  Complex.exp (-I * (m : ℂ) * ((x 0 : ℝ) : ℂ)) • restSpinor
```

The nine Pauli products are checked entry by entry.

```lean
/-- The multiplication table of the three Pauli matrices. -/
theorem pauli_table :
    s1 * s1 = 1 ∧ s2 * s2 = 1 ∧ s3 * s3 = 1 ∧
    s1 * s2 = I • s3 ∧ s2 * s3 = I • s1 ∧ s3 * s1 = I • s2 ∧
    s2 * s1 = -(I • s3) ∧ s3 * s2 = -(I • s1) ∧ s1 * s3 = -(I • s2) := by
  refine ⟨?_, ?_, ?_, ?_, ?_, ?_, ?_, ?_, ?_⟩ <;> ext i j <;> fin_cases i <;> fin_cases j <;>
    simp [s1, s2, s3, Matrix.mul_apply, Fin.sum_univ_two]
```

In the squares and the anticommutators, `fromBlocks_multiply` is block multiplication and the Pauli products close each block. The step `hneg` writes −1 as diag(−1, −1) so that blocks can be compared.

```lean
/-- The matrix `γ⁰` squares to `+1`, and `γ¹`, `γ²`, `γ³` square to `-1`. -/
theorem majorana_sq :
    gamma0 * gamma0 = 1 ∧ gamma1 * gamma1 = -1 ∧ gamma2 * gamma2 = -1 ∧
      gamma3 * gamma3 = -1 := by
  obtain ⟨p11, p22, p33, -⟩ := pauli_table
  -- block form of minus the identity
  have hneg : (-1 : DiracMatrix) = fromBlocks (-1) 0 0 (-1) := by
    ext i j
    rcases i with i | i <;> rcases j with j | j <;> fin_cases i <;> fin_cases j <;>
      simp
  refine ⟨?_, ?_, ?_, ?_⟩
  · simp [gamma0, fromBlocks_multiply, p22]
  · rw [hneg]
    simp [gamma1, fromBlocks_multiply, p33, smul_smul]
  · rw [hneg]
    simp [gamma2, fromBlocks_multiply, p22]
  · rw [hneg]
    simp [gamma3, fromBlocks_multiply, p11, smul_smul]

/-- Any two different Majorana matrices anticommute. -/
theorem majorana_anticomm :
    gamma0 * gamma1 + gamma1 * gamma0 = 0 ∧ gamma0 * gamma2 + gamma2 * gamma0 = 0 ∧
    gamma0 * gamma3 + gamma3 * gamma0 = 0 ∧ gamma1 * gamma2 + gamma2 * gamma1 = 0 ∧
    gamma1 * gamma3 + gamma3 * gamma1 = 0 ∧ gamma2 * gamma3 + gamma3 * gamma2 = 0 := by
  obtain ⟨-, p22, -, p12, p23, p31, p21, p32, p13⟩ := pauli_table
  -- multiply block by block and use the Pauli table
  refine ⟨?_, ?_, ?_, ?_, ?_, ?_⟩ <;>
    simp [gamma0, gamma1, gamma2, gamma3, fromBlocks_multiply, fromBlocks_add,
      p22, p12, p23, p31, p21, p32, p13]
```

The Clifford relations hold for every pair μ, ν. The proof runs through the sixteen cases: four squares, six anticommutators, and the same six with their terms exchanged.

```lean
/-- The Majorana matrices obey the Clifford relations
`γ^μ γ^ν + γ^ν γ^μ = 2 η^{μν}` for the metric `(+, -, -, -)`. -/
theorem majorana_clifford (μ ν : Fin 4) :
    gamma μ * gamma ν + gamma ν * gamma μ = (2 * eta μ ν) • (1 : DiracMatrix) := by
  obtain ⟨h0, h1, h2, h3⟩ := majorana_sq
  obtain ⟨h01, h02, h03, h12, h13, h23⟩ := majorana_anticomm
  -- the same anticommutators with the two terms exchanged
  have h10 := (add_comm _ _).trans h01
  have h20 := (add_comm _ _).trans h02
  have h30 := (add_comm _ _).trans h03
  have h21 := (add_comm _ _).trans h12
  have h31 := (add_comm _ _).trans h13
  have h32 := (add_comm _ _).trans h23
  fin_cases μ <;> fin_cases ν <;>
    simp [gamma, eta, two_smul, h0, h1, h2, h3, h01, h02, h03, h12,
      h13, h23, h10, h20, h30, h21, h31, h32]
```

The imaginarity theorem inspects sixteen entries for each of the four matrices; "purely imaginary" includes the zero entries.

```lean
/-- Every entry of every Majorana matrix has zero real part. -/
theorem majorana_imaginary (μ : Fin 4) (i j : Fin 2 ⊕ Fin 2) : (gamma μ i j).re = 0 := by
  fin_cases μ <;> rcases i with i | i <;> rcases j with j | j <;> fin_cases i <;>
    fin_cases j <;> simp [gamma, gamma0, gamma1, gamma2, gamma3, s1, s2, s3]
```

For the square of p_μ γ^μ, `simp only` expands the product and inserts the four squares, and `linear_combination` removes the cross terms as Σ_{μ<ν} p_μ p_ν {γ^μ, γ^ν}, as in the expansion above.

```lean
/-- The square of `p_μ γ^μ` is `p₀² - p₁² - p₂² - p₃²` times the identity. -/
theorem slash_sq (p : Fin 4 → ℂ) :
    slash p * slash p = (p 0 ^ 2 - p 1 ^ 2 - p 2 ^ 2 - p 3 ^ 2) • (1 : DiracMatrix) := by
  obtain ⟨h0, h1, h2, h3⟩ := majorana_sq
  obtain ⟨h01, h02, h03, h12, h13, h23⟩ := majorana_anticomm
  have e0 : gamma 0 = gamma0 := by simp [gamma]
  have e1 : gamma 1 = gamma1 := by simp [gamma]
  have e2 : gamma 2 = gamma2 := by simp [gamma]
  have e3 : gamma 3 = gamma3 := by simp [gamma]
  simp only [slash, Fin.sum_univ_four, e0, e1, e2, e3, add_mul, mul_add, smul_mul_assoc,
    mul_smul_comm, h0, h1, h2, h3]
  -- the cross terms pair up into anticommutators
  linear_combination (norm := module) (p 0 * p 1) • h01 + (p 0 * p 2) • h02 +
    (p 0 * p 3) • h03 + (p 1 * p 2) • h12 + (p 1 * p 3) • h13 + (p 2 * p 3) • h23
```

The block form of γ⁵ uses the three cyclic products `p12`, `p23`, `p31`, and the real parts are then read off from s2.

```lean
/-- With the Majorana matrices `γ⁵ = diag (s2, -s2)`, and its entries have zero real part. -/
theorem gamma5_eq :
    gamma5 = fromBlocks s2 0 0 (-s2) ∧ ∀ i j, (gamma5 i j).re = 0 := by
  obtain ⟨-, -, -, p12, p23, p31, -⟩ := pauli_table
  have h : gamma5 = fromBlocks s2 0 0 (-s2) := by
    simp [gamma5, gamma, gamma0, gamma1, gamma2, gamma3, fromBlocks_multiply, fromBlocks_smul,
      p12, p23, p31, smul_smul]
  refine ⟨h, fun i j => ?_⟩
  rw [h]
  rcases i with i | i <;> rcases j with j | j <;> fin_cases i <;> fin_cases j <;> simp [s2]
```

For the generators, `hp` shows that each term in an entry of γ^a γ^b, for spacetime indices a and b, has zero imaginary part because both factors have zero real part. The difference and the real factor ¼ preserve this.

```lean
/-- The generators `(1/4) [γ^μ, γ^ν]` built from the Majorana matrices have real entries. -/
theorem spinGenerator_real (μ ν : Fin 4) (i j : Fin 2 ⊕ Fin 2) :
    (spinGenerator μ ν i j).im = 0 := by
  -- a product of two imaginary matrices is real
  have hp : ∀ a b : Fin 4, ((gamma a * gamma b) i j).im = 0 := by
    intro a b
    simp only [Matrix.mul_apply, Complex.im_sum, Complex.mul_im, majorana_imaginary, zero_mul,
      mul_zero, add_zero, Finset.sum_const_zero]
  rw [spinGenerator, Matrix.smul_apply, Matrix.sub_apply, Complex.smul_im, Complex.sub_im,
    hp μ ν, hp ν μ, sub_zero, smul_zero]
```

`star` on a spinor is componentwise conjugation and `*ᵥ` is the matrix–vector product. The step `h` is z* = −z for each entry, carried through the sum over columns.

```lean
/-- The complex conjugate of `γ^μ v` is `-γ^μ` applied to the complex conjugate of `v`. -/
theorem star_gamma_mulVec (μ : Fin 4) (v : Spinor) :
    star (gamma μ *ᵥ v) = -(gamma μ *ᵥ star v) := by
  funext i
  have h : ∀ j, (starRingEnd ℂ) (gamma μ i j) = -gamma μ i j := by
    intro j
    apply Complex.ext <;> simp [majorana_imaginary]
  simp only [Pi.star_apply, Pi.neg_apply, Matrix.mulVec, dotProduct, Complex.star_def,
    _root_.map_sum, _root_.map_mul, h, neg_mul, Finset.sum_neg_distrib]
```

The conjugation theorem assumes only `SolvesDirac m ψ`. It offers `star (d μ x)` as the derivatives of ψ*, since conjugation commutes with differentiation in the real parameter t. The `calc` chain cancels the two signs, moves the star outside the sum and uses m* = m, which is `hm`.

```lean
/-- If a field solves the free Dirac equation with real mass written with the Majorana
matrices, so does its componentwise complex conjugate. -/
theorem solvesDirac_star (m : ℝ) (ψ : (Fin 4 → ℝ) → Spinor) (hψ : SolvesDirac m ψ) :
    SolvesDirac m (fun x => star (ψ x)) := by
  obtain ⟨d, hd, h⟩ := hψ
  have hI : star I = -I := Complex.conj_I
  have hm : star (m : ℂ) = (m : ℂ) := Complex.conj_ofReal m
  refine ⟨fun μ x => star (d μ x), fun μ x => (hd μ x).star, fun x => ?_⟩
  show ∑ μ, I • (gamma μ *ᵥ star (d μ x)) = (m : ℂ) • star (ψ x)
  -- the sign from conjugating `i` cancels the sign from conjugating `γ^μ`
  calc ∑ μ, I • (gamma μ *ᵥ star (d μ x))
      = ∑ μ, star (I • (gamma μ *ᵥ d μ x)) :=
        Finset.sum_congr rfl fun μ _ => by
          rw [star_smul, star_gamma_mulVec, hI, neg_smul, smul_neg, neg_neg]
    _ = star (∑ μ, I • (gamma μ *ᵥ d μ x)) := (star_sum _ _).symm
    _ = (m : ℂ) • star (ψ x) := by rw [h x, star_smul, hm]
```

The last theorem holds for every real m, including m = 0, where the field is the constant u. Its first part differentiates the phase by the chain rule, the second uses `hu`, which is γ⁰u = u, together with i² = −1, and the third compares the imaginary parts −1 and 1 of the component `Sum.inr 1` at the origin.

```lean
/-- The field `exp (-i m x⁰) (1, 0, 0, i)` solves the free Dirac equation of mass `m`, and its
value at the origin differs from its complex conjugate. -/
theorem solvesDirac_witness (m : ℝ) :
    SolvesDirac m (restWave m) ∧ star (restWave m 0) ≠ restWave m 0 := by
  refine ⟨⟨fun μ x => (Complex.exp (-I * (m : ℂ) * ((x 0 : ℝ) : ℂ)) *
    (-I * (m : ℂ) * ((axis μ 0 : ℝ) : ℂ))) • restSpinor, fun μ x => ?_, fun x => ?_⟩, ?_⟩
  · -- derivative of the phase along the axis
    have hg : HasDerivAt (fun t : ℝ => x 0 + t * axis μ 0) (axis μ 0) 0 :=
      (((hasDerivAt_id' (0 : ℝ)).mul_const (axis μ 0)).const_add (x 0)).congr_deriv
        (one_mul _)
    have h2 : HasDerivAt
        (fun t : ℝ =>
          Complex.exp (-I * (m : ℂ) * ((x 0 + t * axis μ 0 : ℝ) : ℂ)) • restSpinor)
        ((Complex.exp (-I * (m : ℂ) * ((x 0 + 0 * axis μ 0 : ℝ) : ℂ)) *
          (-I * (m : ℂ) * ((axis μ 0 : ℝ) : ℂ))) • restSpinor) 0 :=
      ((hg.ofReal_comp.const_mul (-I * (m : ℂ))).cexp).smul_const restSpinor
    have hf : (fun t : ℝ => restWave m (x + t • axis μ)) = fun t : ℝ =>
        Complex.exp (-I * (m : ℂ) * ((x 0 + t * axis μ 0 : ℝ) : ℂ)) • restSpinor := by
      funext t
      simp only [restWave, Pi.add_apply, Pi.smul_apply, smul_eq_mul]
    have h3 : HasDerivAt (fun t : ℝ => restWave m (x + t • axis μ))
        ((Complex.exp (-I * (m : ℂ) * ((x 0 : ℝ) : ℂ)) *
          (-I * (m : ℂ) * ((axis μ 0 : ℝ) : ℂ))) • restSpinor) 0 := by
      rw [hf]
      exact h2.congr_deriv (by simp only [zero_mul, add_zero])
    exact h3
  · -- only the time derivative survives, and `γ⁰` fixes the spinor
    have hu : gamma 0 *ᵥ restSpinor = restSpinor := by
      funext i
      rcases i with i | i <;> fin_cases i <;>
        simp [gamma, gamma0, s2, restSpinor, Matrix.mulVec, dotProduct, Fintype.sum_sum_type,
          Fin.sum_univ_two]
    have a0 : axis 0 0 = 1 := if_pos rfl
    have a1 : axis 1 0 = 0 := if_neg (by decide)
    have a2 : axis 2 0 = 0 := if_neg (by decide)
    have a3 : axis 3 0 = 0 := if_neg (by decide)
    simp only [Fin.sum_univ_four, a0, a1, a2, a3, Complex.ofReal_zero, Complex.ofReal_one,
      mul_zero, mul_one, zero_smul, add_zero,
      Matrix.mulVec_smul, hu, restWave, smul_smul]
    congr 1
    linear_combination
      (-(Complex.exp (-I * (m : ℂ) * ((x 0 : ℝ) : ℂ)) * (m : ℂ))) * Complex.I_mul_I
  · intro h
    have h1 := congrArg Complex.im (congrFun h (Sum.inr 1))
    norm_num [restWave, restSpinor] at h1

end

end MajoranaRepresentation
```

```lean
#print axioms MajoranaRepresentation.majorana_clifford
#print axioms MajoranaRepresentation.gamma5_eq
#print axioms MajoranaRepresentation.spinGenerator_real
#print axioms MajoranaRepresentation.solvesDirac_star
```

```
'MajoranaRepresentation.majorana_clifford' depends on axioms: [propext, Classical.choice, Quot.sound]
'MajoranaRepresentation.gamma5_eq' depends on axioms: [propext, Classical.choice, Quot.sound]
'MajoranaRepresentation.spinGenerator_real' depends on axioms: [propext, Classical.choice, Quot.sound]
'MajoranaRepresentation.solvesDirac_star' depends on axioms: [propext, Classical.choice, Quot.sound]
```
